# In two or more dimensions, the maximum shear of a symmetric stress is half the difference of its extreme principal stresses

## Stress, slip systems and resolved shear

The stress at a point is a real symmetric matrix $\sigma$, with rows and columns labelled by a finite type `n`. The number of labels is the dimension, so a three-element type gives ordinary space and a two-element type gives a planar problem, in which only directions in the plane are compared. A thin sheet under plane stress has a third principal stress, equal to zero, across its thickness; the maximum shear over all directions in space follows from the three-by-three matrix and can be larger than the in-plane value. Vectors are functions `n → ℝ`, `⬝ᵥ` is the ordinary dot product, and `σ *ᵥ k` is the matrix $\sigma$ applied to the vector $k$. Symmetry enters as the hypothesis `σ.IsHermitian`, which for real matrices means $\sigma_{ij}=\sigma_{ji}$. It stands for the balance of angular momentum in a body without distributed couples and is assumed here.

```lean
import Mathlib

open Matrix

namespace MaximumShearStress

noncomputable section

variable {n : Type*} [Fintype n]
```

A slip system consists of a plane normal $m$ and a slip direction $k$ lying in the plane:

$$m\cdot m=1,\qquad k\cdot k=1,\qquad m\cdot k=0 .$$

Any such pair is allowed. A real crystal slips more easily on some planes and in some directions than in others, and this preference does not appear in the definition.

```lean
/-- A slip system: two orthogonal unit vectors, the plane normal and the slip direction. -/
structure IsSlipSystem (m k : n → ℝ) : Prop where
  unit_left : m ⬝ᵥ m = 1
  unit_right : k ⬝ᵥ k = 1
  orth : m ⬝ᵥ k = 0
```

The shear stress resolved on the pair is

$$\tau(m,k)=m^{T}\sigma k=\sum_{i,j}m_i\,\sigma_{ij}\,k_j .$$

The Lean function accepts any two vectors. With the same vector $x$ in both places it gives the quadratic form $x^T\sigma x$, which for a unit vector is the normal stress on the plane perpendicular to $x$.

```lean
/-- The number `mᵀ σ k`, which is the resolved shear stress when `m`, `k` is a slip system. -/
def resolvedShear (σ : Matrix n n ℝ) (m k : n → ℝ) : ℝ := m ⬝ᵥ σ *ᵥ k
```

Because $\sigma$ is symmetric, normal and slip direction can be exchanged:

$$x^{T}\sigma y=\sum_{i,j}x_i\sigma_{ij}y_j=\sum_{i,j}y_j\sigma_{ji}x_i=y^{T}\sigma x .$$

The proof first turns the Hermitian hypothesis into $\sigma^T=\sigma$ and then moves the matrix from one side of the dot product to the other.

```lean
/-- For a symmetric stress, the resolved shear is unchanged when the two vectors are exchanged. -/
theorem resolvedShear_comm {σ : Matrix n n ℝ} (hσ : σ.IsHermitian) (x y : n → ℝ) :
    resolvedShear σ x y = resolvedShear σ y x := by
  have ht : σᵀ = σ := by
    ext i j
    simpa using hσ.apply i j
  unfold resolvedShear
  rw [Matrix.dotProduct_mulVec, ← Matrix.mulVec_transpose, ht, dotProduct_comm]
```

## Bounds on normal stress limit the shear

Suppose that two numbers $a$ and $b$ bound the normal stress in every direction, so that $a\,(x\cdot x)\le x^T\sigma x\le b\,(x\cdot x)$ for all $x$. For a slip system, orthonormality gives

$$(m\pm k)\cdot(m\pm k)=1\pm 0+1=2 .$$

Expanding the quadratic form at $m+k$ and at $m-k$ and subtracting, the terms $m^T\sigma m$ and $k^T\sigma k$ cancel, and symmetry combines the rest:

$$(m+k)^T\sigma(m+k)-(m-k)^T\sigma(m-k)=2\,m^T\sigma k+2\,k^T\sigma m=4\,m^T\sigma k .$$

The first term on the left lies between $2a$ and $2b$, and so does the second. Their difference therefore lies between $-2(b-a)$ and $2(b-a)$, and division by 4 yields

$$|m^T\sigma k|\le\frac{b-a}{2}.$$

In the code, `hp` and `hm` are the two squared lengths, `hpol` is the polarization identity, and `linarith` combines the four inequalities `h1` to `h4`.

```lean
/-- If the normal stress of a symmetric stress lies between `a` and `b` in every direction,
the shear on any slip system is at most `(b - a) / 2` in magnitude. -/
theorem abs_resolvedShear_le {σ : Matrix n n ℝ} (hσ : σ.IsHermitian) {a b : ℝ}
    (hlo : ∀ x, a * (x ⬝ᵥ x) ≤ resolvedShear σ x x)
    (hhi : ∀ x, resolvedShear σ x x ≤ b * (x ⬝ᵥ x))
    {m k : n → ℝ} (h : IsSlipSystem m k) :
    |resolvedShear σ m k| ≤ (b - a) / 2 := by
  have hp : (m + k) ⬝ᵥ (m + k) = 2 := by
    simp only [add_dotProduct, dotProduct_add, dotProduct_comm k m,
      h.unit_left, h.unit_right, h.orth]
    norm_num
  have hm : (m - k) ⬝ᵥ (m - k) = 2 := by
    simp only [sub_dotProduct, dotProduct_sub, dotProduct_comm k m,
      h.unit_left, h.unit_right, h.orth]
    norm_num
  -- polarization: four times the shear is a difference of two values of the quadratic form
  have hpol : resolvedShear σ (m + k) (m + k) - resolvedShear σ (m - k) (m - k)
      = 4 * resolvedShear σ m k := by
    have hs := resolvedShear_comm hσ k m
    unfold resolvedShear at hs ⊢
    simp only [Matrix.mulVec_add, Matrix.mulVec_sub, add_dotProduct, dotProduct_add,
      sub_dotProduct, dotProduct_sub]
    linear_combination 2 * hs
  have h1 := hlo (m + k)
  have h2 := hhi (m + k)
  have h3 := hlo (m - k)
  have h4 := hhi (m - k)
  rw [hp] at h1 h2
  rw [hm] at h3 h4
  rw [abs_le]
  constructor <;> linarith
```

## Directions at 45 degrees to an orthonormal pair

To reach the bound we need suitable planes. In the next lemma $a$ and $b$ are orthonormal vectors, no longer numbers, and $c$ is a number with $c^2=1/2$. Then $c(a+b)$ and $c(a-b)$ are again orthonormal:

$$c^2(a+b)\cdot(a+b)=2c^2=1,\qquad c^2(a-b)\cdot(a-b)=2c^2=1,\qquad c^2(a+b)\cdot(a-b)=c^2(1-1)=0 .$$

```lean
/-- The normalized sum and difference of two orthonormal vectors again form a slip system. -/
theorem IsSlipSystem.bisect {a b : n → ℝ} (h : IsSlipSystem a b) {c : ℝ}
    (hc : c * c = 1 / 2) : IsSlipSystem (c • (a + b)) (c • (a - b)) := by
  constructor <;>
    simp only [smul_dotProduct, dotProduct_smul, add_dotProduct, dotProduct_add,
      sub_dotProduct, dotProduct_sub, smul_eq_mul, dotProduct_comm b a,
      h.unit_left, h.unit_right, h.orth]
  · linear_combination 2 * hc
  · linear_combination 2 * hc
  · ring
```

The value used for $c$ is $1/\sqrt2$, whose square is $1/2$.

```lean
theorem inv_sqrt_two_sq : (Real.sqrt 2)⁻¹ * (Real.sqrt 2)⁻¹ = 1 / 2 := by
  rw [← mul_inv, Real.mul_self_sqrt (by norm_num)]
  norm_num
```

## Principal stresses and principal axes

The principal stresses are the eigenvalues $\lambda_i$ of $\sigma$, written `hσ.eigenvalues i` and labelled by the same type `n` as the coordinates. The largest one, $\lambda_{\max}$, is defined as a supremum over the finitely many labels.

```lean
section Principal

variable [DecidableEq n] {σ : Matrix n n ℝ}

/-- The largest principal stress (eigenvalue) of a symmetric stress in positive dimension. -/
def maxPrincipal (hσ : σ.IsHermitian) : ℝ := ⨆ i, hσ.eigenvalues i
```

The smallest one, $\lambda_{\min}$, is the corresponding infimum.

```lean
/-- The smallest principal stress (eigenvalue) of a symmetric stress in positive dimension. -/
def minPrincipal (hσ : σ.IsHermitian) : ℝ := ⨅ i, hσ.eigenvalues i
```

The principal axes $e_i$ are orthonormal eigenvectors, $\sigma e_i=\lambda_i e_i$. Mathlib supplies them as elements of Euclidean space, and `ofLp` reads off their components.

```lean
/-- The principal axes: an orthonormal family of eigenvectors of the stress. -/
def axis (hσ : σ.IsHermitian) (i : n) : n → ℝ := (hσ.eigenvectorBasis i).ofLp
```

Since the axes form an orthonormal basis, any two vectors satisfy

$$x\cdot y=\sum_i (x\cdot e_i)(e_i\cdot y).$$

Setting $y=x$ gives the squared length. Setting $y=\sigma x$ and using $e_i\cdot\sigma x=x\cdot\sigma e_i=\lambda_i\,(e_i\cdot x)$ gives the quadratic form:

$$x\cdot x=\sum_i (e_i\cdot x)^2,\qquad x^T\sigma x=\sum_i\lambda_i\,(e_i\cdot x)^2 .$$

The basis expansion is the local statement `parseval`, and the two parts of the proof are these two substitutions.

```lean
/-- The squared length `x ⬝ᵥ x` and the quadratic form `xᵀ σ x` of a vector, expanded in the
principal axes of a symmetric stress. -/
theorem principal_expansion (hσ : σ.IsHermitian) (x : n → ℝ) :
    x ⬝ᵥ x = ∑ i, (axis hσ i ⬝ᵥ x) ^ 2 ∧
    resolvedShear σ x x = ∑ i, hσ.eigenvalues i * (axis hσ i ⬝ᵥ x) ^ 2 := by
  have parseval : ∀ y : n → ℝ,
      x ⬝ᵥ y = ∑ i, (x ⬝ᵥ axis hσ i) * (axis hσ i ⬝ᵥ y) := by
    intro y
    have h := hσ.eigenvectorBasis.sum_inner_mul_inner (WithLp.toLp 2 x) (WithLp.toLp 2 y)
    have hin : ∀ u v : EuclideanSpace ℝ n, inner ℝ u v = u.ofLp ⬝ᵥ v.ofLp := by
      intro u v
      simp [PiLp.inner_apply, dotProduct, mul_comm]
    simp only [hin] at h
    exact h.symm
  constructor
  · rw [parseval x]
    refine Finset.sum_congr rfl fun i _ => ?_
    rw [dotProduct_comm x (axis hσ i)]
    ring
  · have h0 : resolvedShear σ x x = x ⬝ᵥ (σ *ᵥ x) := rfl
    rw [h0, parseval (σ *ᵥ x)]
    refine Finset.sum_congr rfl fun i _ => ?_
    have he : σ *ᵥ axis hσ i = hσ.eigenvalues i • axis hσ i := hσ.mulVec_eigenvectorBasis i
    have hs : axis hσ i ⬝ᵥ σ *ᵥ x = x ⬝ᵥ σ *ᵥ axis hσ i := resolvedShear_comm hσ _ _
    rw [hs, he, dotProduct_smul, smul_eq_mul, dotProduct_comm x (axis hσ i)]
    ring
```

Now take two different axes $e_i$ and $e_j$ and form two orthogonal directions at 45 degrees to them in their common plane:

$$m=\frac{e_i+e_j}{\sqrt2},\qquad k=\frac{e_i-e_j}{\sqrt2}.$$

Then $\sigma k=(\lambda_i e_i-\lambda_j e_j)/\sqrt2$, and the resolved shear is

$$m^T\sigma k=\tfrac12\,(e_i+e_j)\cdot(\lambda_i e_i-\lambda_j e_j)=\frac{\lambda_i-\lambda_j}{2}.$$

The lemma on bisectors shows that this pair is a slip system, and the relations `ho` and `he` supply orthonormality and the eigenvalue equation.

```lean
/-- For any two distinct principal axes of a symmetric stress, some slip system has a resolved shear
equal to half the difference of the corresponding principal stresses. -/
theorem shear_on_bisectors (hσ : σ.IsHermitian) {i j : n} (hij : i ≠ j) :
    ∃ m k, IsSlipSystem m k ∧
      resolvedShear σ m k = (hσ.eigenvalues i - hσ.eigenvalues j) / 2 := by
  have ho : ∀ p q, axis hσ p ⬝ᵥ axis hσ q = if p = q then 1 else 0 := by
    intro p q
    have h := orthonormal_iff_ite.mp hσ.eigenvectorBasis.orthonormal p q
    rw [← h]
    simp [axis, PiLp.inner_apply, dotProduct, mul_comm]
  have he : ∀ p, σ *ᵥ axis hσ p = hσ.eigenvalues p • axis hσ p :=
    fun p => hσ.mulVec_eigenvectorBasis p
  have h : IsSlipSystem (axis hσ i) (axis hσ j) :=
    ⟨by simp [ho], by simp [ho], by simp [ho, hij]⟩
  refine ⟨_, _, h.bisect inv_sqrt_two_sq, ?_⟩
  unfold resolvedShear
  simp only [Matrix.mulVec_smul, Matrix.mulVec_sub, he, smul_dotProduct, dotProduct_smul,
    add_dotProduct, dotProduct_sub, smul_eq_mul, dotProduct_comm (axis hσ j) (axis hσ i),
    h.unit_left, h.unit_right, h.orth]
  linear_combination (hσ.eigenvalues i - hσ.eigenvalues j) * inv_sqrt_two_sq
```

## The maximum over all slip systems

The theorem states that

$$\max_{m,k}|m^T\sigma k|=\frac{\lambda_{\max}-\lambda_{\min}}{2},$$

where $(m,k)$ runs over all slip systems. `IsGreatest` says that the number on the right belongs to the set of shear magnitudes and that no member of the set exceeds it. The hypothesis `Nontrivial n` requires at least two coordinate labels; in one dimension there is no slip system, and the set is empty.

For the upper bound, $\lambda_{\min}\le\lambda_i\le\lambda_{\max}$ is multiplied by $(e_i\cdot x)^2\ge0$ and summed over $i$:

$$\lambda_{\min}\,(x\cdot x)\le x^T\sigma x\le\lambda_{\max}\,(x\cdot x).$$

These are the bounds on normal stress required above, with $a=\lambda_{\min}$ and $b=\lambda_{\max}$.

For attainment, the 45-degree construction is applied to an axis $i$ with $\lambda_i=\lambda_{\max}$ and an axis with the smallest eigenvalue. Here a derivation can go wrong by picking the two labels separately and taking them to be different. Under hydrostatic stress every eigenvalue is the same, both choices may return the same axis, and $e_i-e_i=0$ is not a slip direction. The proof treats this case by taking any other label $l\ne i$, whose eigenvalue must then also equal $\lambda_{\min}$. The maximum shear is zero, and it is still attained.

```lean
/-- In dimension at least two, the greatest shear magnitude of a symmetric stress over all slip
systems is attained and equals half the difference of the extreme principal stresses. -/
theorem maximum_shear [Nontrivial n] (hσ : σ.IsHermitian) :
    IsGreatest {t : ℝ | ∃ m k, IsSlipSystem m k ∧ t = |resolvedShear σ m k|}
      ((maxPrincipal hσ - minPrincipal hσ) / 2) := by
  have hmax : ∀ i, hσ.eigenvalues i ≤ maxPrincipal hσ :=
    fun i => le_ciSup (Set.finite_range hσ.eigenvalues).bddAbove i
  have hmin : ∀ i, minPrincipal hσ ≤ hσ.eigenvalues i :=
    fun i => ciInf_le (Set.finite_range hσ.eigenvalues).bddBelow i
  constructor
  · -- choose distinct axes carrying the extreme principal stresses
    obtain ⟨i, hi⟩ : ∃ i, hσ.eigenvalues i = maxPrincipal hσ := exists_eq_ciSup_of_finite
    obtain ⟨j, hj⟩ : ∃ j, hσ.eigenvalues j = minPrincipal hσ := exists_eq_ciInf_of_finite
    obtain ⟨l, hil, hl⟩ : ∃ l, i ≠ l ∧ hσ.eigenvalues l = minPrincipal hσ := by
      by_cases hij : i = j
      · obtain ⟨l, hl⟩ := exists_ne i
        subst hij
        exact ⟨l, hl.symm, le_antisymm (by linarith [hmax l]) (hmin l)⟩
      · exact ⟨j, hij, hj⟩
    obtain ⟨m, k, hmk, hs⟩ := shear_on_bisectors hσ hil
    refine ⟨m, k, hmk, ?_⟩
    rw [hs, hi, hl, abs_of_nonneg]
    linarith [hmin i]
  · rintro t ⟨m, k, hmk, rfl⟩
    refine abs_resolvedShear_le hσ (fun x => ?_) (fun x => ?_) hmk
    · rw [(principal_expansion hσ x).1, (principal_expansion hσ x).2, Finset.mul_sum]
      exact Finset.sum_le_sum fun i _ => mul_le_mul_of_nonneg_right (hmin i) (sq_nonneg _)
    · rw [(principal_expansion hσ x).1, (principal_expansion hσ x).2, Finset.mul_sum]
      exact Finset.sum_le_sum fun i _ => mul_le_mul_of_nonneg_right (hmax i) (sq_nonneg _)

end Principal
```

When an electronic-structure or molecular-dynamics calculation delivers a symmetric stress tensor for a cell, its eigenvalues give this maximum directly, for that one homogeneous stress and with every orthonormal pair admitted. The shear on the slip systems that a given crystal really has may be smaller.

## Uniaxial load and the Schmid factor

A bar pulled or compressed along a unit axis $d$ carries the stress $\sigma=s\,dd^T$, with entries $s\,d_id_j$. The number $s$ may have either sign.

```lean
/-- Uniaxial stress of signed value `s` along the unit axis `d`. -/
def uniaxialStress (s : ℝ) (d : n → ℝ) : Matrix n n ℝ := s • Matrix.vecMulVec d d
```

The Schmid factor is the product of two direction cosines, $(d\cdot m)(d\cdot k)$: one between the load axis and the plane normal, the other between the load axis and the slip direction.

```lean
/-- The Schmid factor: the product of the direction cosines of the unit load axis `d` with
the plane normal and the slip direction. -/
def schmidFactor (d m k : n → ℝ) : ℝ := (d ⬝ᵥ m) * (d ⬝ᵥ k)
```

Since $dd^Tk=(d\cdot k)\,d$, the resolved shear is

$$m^T(s\,dd^T)k=s\,(d\cdot m)(d\cdot k).$$

The theorem `schmid_law` is this geometric identity. The physical law of the same name also says that slip begins when the resolved shear reaches a critical value, which is a statement about materials and plays no part here.

```lean
/-- The geometric part of Schmid's law: the resolved shear of a uniaxial stress of signed value `s`
is `s` times the Schmid factor. -/
theorem schmid_law (s : ℝ) (d m k : n → ℝ) :
    resolvedShear (uniaxialStress s d) m k = s * schmidFactor d m k := by
  have h : Matrix.vecMulVec d d *ᵥ k = (d ⬝ᵥ k) • d := by
    ext i
    simp only [Matrix.mulVec, dotProduct, Matrix.vecMulVec_apply, Pi.smul_apply,
      smul_eq_mul, Finset.sum_mul]
    exact Finset.sum_congr rfl fun j _ => by ring
  unfold resolvedShear uniaxialStress schmidFactor
  rw [Matrix.smul_mulVec, h, dotProduct_smul, dotProduct_smul, smul_eq_mul, smul_eq_mul,
    dotProduct_comm m d]
  ring
```

The last theorem fixes the slip system and varies the load axis, whereas the general maximum fixed the stress and varied the slip system. Its statement is

$$\max_{d\cdot d=1}|(d\cdot m)(d\cdot k)|=\tfrac12 .$$

The value is attained by loading along the bisector $d=(m+k)/\sqrt2$, at 45 degrees to both vectors, where $d\cdot m=d\cdot k=1/\sqrt2$.

For the upper bound, take $s=1$. The quadratic form of $dd^T$ is $(d\cdot x)^2$, and the Cauchy–Schwarz inequality with $d\cdot d=1$ gives

$$0\le(d\cdot x)^2\le x\cdot x .$$

The bound on shear from normal stress therefore applies with $a=0$ and $b=1$, and no eigenvalues are needed. It limits the modulus of the Schmid factor to $1/2$, so a uniaxial stress $s$ never resolves to a shear larger in magnitude than $|s|/2$. No separate condition on the dimension appears, because the existence of the orthonormal pair $m,k$ already requires at least two.

```lean
/-- For every slip system, the greatest magnitude of the Schmid factor over all unit load
axes is attained and equals one half. -/
theorem maximum_schmidFactor {m k : n → ℝ} (h : IsSlipSystem m k) :
    IsGreatest {t : ℝ | ∃ d : n → ℝ, d ⬝ᵥ d = 1 ∧ t = |schmidFactor d m k|} (1 / 2) := by
  constructor
  · -- load along the bisector of normal and slip direction
    refine ⟨(Real.sqrt 2)⁻¹ • (m + k), (h.bisect inv_sqrt_two_sq).unit_left, ?_⟩
    have hf : schmidFactor ((Real.sqrt 2)⁻¹ • (m + k)) m k = 1 / 2 := by
      unfold schmidFactor
      simp only [smul_dotProduct, add_dotProduct, smul_eq_mul, dotProduct_comm k m,
        h.unit_left, h.unit_right, h.orth]
      linear_combination inv_sqrt_two_sq
    rw [hf, abs_of_pos (by norm_num)]
  · rintro t ⟨d, hd, rfl⟩
    have hσ : (uniaxialStress 1 d).IsHermitian :=
      Matrix.IsHermitian.ext fun i j => by
        simp [uniaxialStress, Matrix.vecMulVec_apply, mul_comm]
    -- the normal stress of a unit uniaxial load lies between 0 and 1
    have hb := abs_resolvedShear_le hσ (a := 0) (b := 1)
      (fun x => by
        rw [schmid_law, schmidFactor]
        nlinarith [mul_self_nonneg (d ⬝ᵥ x)])
      (fun x => by
        have cs : (d ⬝ᵥ x) * (d ⬝ᵥ x) ≤ (d ⬝ᵥ d) * (x ⬝ᵥ x) := by
          simpa only [dotProduct, sq] using
            Finset.sum_mul_sq_le_sq_mul_sq Finset.univ d x
        rw [hd] at cs
        rw [schmid_law, schmidFactor]
        linarith) h
    rw [schmid_law, one_mul] at hb
    linarith

end

end MaximumShearStress
```

```lean
#print axioms MaximumShearStress.maximum_shear
#print axioms MaximumShearStress.maximum_schmidFactor
```

```
'MaximumShearStress.maximum_shear' depends on axioms: [propext, Classical.choice, Quot.sound]
'MaximumShearStress.maximum_schmidFactor' depends on axioms: [propext, Classical.choice, Quot.sound]
```
